# Exchanging states of opposite energy is a chiral symmetry of a finite diagonal Hamiltonian

Take a Hamiltonian on an `n`-dimensional space, diagonal in the given basis with real energies `e i`, and a permutation `p` of the basis labels that is its own inverse and sends each label to one of opposite energy. The theorem says that the permutation matrix of `p` is a chiral operator for this Hamiltonian: it is Hermitian, squares to the identity and anticommutes with the Hamiltonian. The attempt proves the three properties separately, comparing matrices entry by entry. For Hermiticity and anticommutation it splits on whether `p i = j`, while for the square it expands the matrix product and leaves the resulting sum to a single `simp`.

In Lean, a first try:

```lean
import Mathlib

open Matrix

namespace HiddenChiralSymmetry

noncomputable section

variable {n : ℕ}

/-- `S` is a chiral operator for `H`: it is Hermitian, squares to one and anticommutes
with `H`. -/
def IsChiral (H S : Matrix (Fin n) (Fin n) ℂ) : Prop :=
  S.IsHermitian ∧ S * S = 1 ∧ S * H = -(H * S)

/-- The permutation matrix with entry `1` at `(i, j)` when `p i = j` and `0` elsewhere. -/
def partnerSwap (p : Equiv.Perm (Fin n)) : Matrix (Fin n) (Fin n) ℂ :=
  Matrix.of fun i j => if p i = j then 1 else 0

/-- Swapping partners of opposite energy is a chiral operator for the diagonal Hamiltonian. -/
theorem partnerSwap_isChiral (e : Fin n → ℝ) (p : Equiv.Perm (Fin n))
    (hpp : ∀ i, p (p i) = i) (hp : ∀ i, e (p i) = -e i) :
    IsChiral (diagonal fun i => (e i : ℂ)) (partnerSwap p) := by
  refine ⟨?_, ?_, ?_⟩
  · ext i j
    have h1 : p j = i ↔ p i = j :=
      ⟨fun h => by rw [← h, hpp], fun h => by rw [← h, hpp]⟩
    by_cases h : p i = j <;> simp [partnerSwap, Matrix.conjTranspose_apply, h1, h]
  · ext i j
    simp [partnerSwap, Matrix.mul_apply, Matrix.one_apply, hpp]
  · ext i j
    rw [Matrix.neg_apply, Matrix.mul_diagonal, Matrix.diagonal_mul]
    by_cases h : p i = j
    · subst h; simp [partnerSwap, hp]
    · simp [partnerSwap, h]

end

end HiddenChiralSymmetry
```

The error:

```
Main.lean:29:2: error: unsolved goals
case refine_2
n : ℕ
e : Fin n → ℝ
p : Equiv.Perm (Fin n)
hpp : ∀ (i : Fin n), p (p i) = i
hp : ∀ (i : Fin n), e (p i) = -e i
i j : Fin n
⊢ (∑ j_1, if p j_1 = j then if p i = j_1 then 1 else 0 else 0) = if i = j then 1 else 0
Main.lean:30:59: warning: This simp argument is unused:
  hpp

Hint: Omit it from the simp argument list.
  [apply] simp [partnerSwap, Matrix.mul_apply, Matrix.one_apply]

Note: This linter can be disabled with `set_option linter.unusedSimpArgs false`
```

The error is in the proof that the matrix squares to the identity. `simp` turned the product of two zero-or-one entries into nested conditionals, with `p j_1 = j` outside and `p i = j_1` inside. Its lemmas for collapsing such a sum need the outer condition to equate the summation variable itself with a fixed value, but here the outer condition is on `p j_1`, so the sum stayed. The warning that `hpp` is unused has the same cause: `p (p i)` only appears once `j_1` has been replaced by `p i`.

The repair makes that replacement by hand. After `Matrix.mul_apply` expands the product, `Finset.sum_eq_single (p i)` reduces the sum to its term at `p i`, where `hpp` now applies and `simp` finishes. The rewrite also leaves two side goals. The other terms must vanish, which `hk.symm` gives by making the first factor zero, and the term at `p i` must be zero if `p i` is outside the summation set, which the last `simp` closes because the set contains every index.

The repair, with which the file compiles:

```diff
@@ -28,5 +28,9 @@
     by_cases h : p i = j <;> simp [partnerSwap, Matrix.conjTranspose_apply, h1, h]
   · ext i j
-    simp [partnerSwap, Matrix.mul_apply, Matrix.one_apply, hpp]
+    rw [Matrix.mul_apply, Finset.sum_eq_single (p i)]
+    · simp [partnerSwap, Matrix.one_apply, hpp]
+    · intro k _ hk
+      simp [partnerSwap, hk.symm]
+    · simp
   · ext i j
     rw [Matrix.neg_apply, Matrix.mul_diagonal, Matrix.diagonal_mul]
```
